# Core holes and virtual electrons sort double excitations of an active-space reference into orthogonal classes

In internally contracted multireference perturbation theory, the vectors obtained by exciting two electrons out of an active-space reference can overlap with one another, and one way to handle this is to orthogonalise them. This can be done class by class, because excitations that leave different numbers of core holes or virtual electrons have zero overlap. The result below establishes this for a finite spin-orbital basis and a reference whose core is completely filled and whose virtual orbitals are completely empty.

## Counting holes and electrons through four ladder operators

Let $a_p$ annihilate an electron in spin orbital $p$, with $a_pa_q+a_qa_p=0$ and $a_pa_q^\dagger+a_q^\dagger a_p=\delta_{pq}$. Let $C$ be the set of core orbitals and $V$ the set of virtual orbitals; the others are active. The reference $\psi$ satisfies $a_p^\dagger\psi=0$ for $p\in C$ and $a_p\psi=0$ for $p\in V$. The claim concerns
$$\varphi=a_p^\dagger a_r^\dagger a_s a_q\psi .$$

For a set $S$ of orbitals, let $N_S=\sum_{p\in S}a_p^\dagger a_p$ count electrons and $H_S=\sum_{p\in S}a_pa_p^\dagger$ count holes. Let $\theta_S(q)$ be 1 if $q\in S$ and 0 otherwise. The anticommutation relations give
$$a_p^\dagger a_pa_q=-a_p^\dagger a_qa_p=-(\delta_{pq}-a_qa_p^\dagger)a_p=a_qa_p^\dagger a_p-\delta_{pq}a_p .$$
Summing over $p\in S$, and then taking the adjoint, yields
$$N_Sa_q=a_qN_S-\theta_S(q)a_q,\qquad N_Sa_q^\dagger=a_q^\dagger N_S+\theta_S(q)a_q^\dagger .$$
So if a vector $\xi$ satisfies $N_S\xi=m\xi$, then $a_q\xi$ satisfies the same equation with $m-\theta_S(q)$ in place of $m$, and $a_q^\dagger\xi$ satisfies it with $m+\theta_S(q)$. Either of the new vectors may be zero.

The anticommutation relations keep their form when every $a_p$ is exchanged with $a_p^\dagger$, and the exchange turns $N_S$ into $H_S$. Hence $a_q$ raises the hole count by $\theta_S(q)$ and $a_q^\dagger$ lowers it by the same amount.

The reference has $H_C\psi=0$ and $N_V\psi=0$. Four shifts give $H_C\varphi=k\varphi$ and $N_V\varphi=l\varphi$ with
$$k=\theta_C(q)+\theta_C(s)-\theta_C(p)-\theta_C(r),\qquad l=\theta_V(p)+\theta_V(r)-\theta_V(q)-\theta_V(s).$$
Each has only two positive terms, so $k,l\le2$. If $\varphi\neq0$, then
$$l\,\langle\varphi|\varphi\rangle=\sum_{p\in V}\|a_p\varphi\|^2\ge0,$$
so $l\ge0$; the same argument with $a_p^\dagger$ over $C$ gives $k\ge0$. A formula that yields a negative label therefore signals a vanishing vector, as when $p$ is a core orbital, already filled, and $q$, $r$ and $s$ are active.

Finally, let $\varphi$ and $\chi$ have counts $m\ne m'$ for the same Hermitian operator $N$. Then
$$m\langle\varphi|\chi\rangle=\langle N\varphi|\chi\rangle=\langle\varphi|N\chi\rangle=m'\langle\varphi|\chi\rangle,$$
so the overlap is zero.

Nine pairs $(k,l)$ are possible. The pair $(0,0)$ has the core full and the virtuals empty again; the other eight are the usual excitation classes, some of which may be empty in a small system. In the notation $S^{(k)}$ of NEVPT2, the letter $k$ means the change in the number of active electrons, which is $k-l$ here.

The same argument applied to single excitations $a_p^\dagger a_q\psi$ gives labels $k,l\in\{0,1\}$ for every nonzero vector, hence at most four mutually orthogonal classes.

## Orbitals, references and labels as matrices and vectors

The type `ι` labels spin orbitals, and `n` labels an orthonormal basis of the finite-dimensional state space.

In Lean 4 with Mathlib:

```lean
import Mathlib

open Matrix
open scoped ComplexOrder Kronecker

namespace ExcitationClasses

variable {ι n : Type*} [DecidableEq ι] [Fintype n] [DecidableEq n]
```

Creators are conjugate transposes, written `ᴴ`, so the relations describe orthonormal spin orbitals.

```lean
/-- The matrices `a p` are fermionic annihilators: with their conjugate transposes as creators
they obey the canonical anticommutation relations. -/
structure IsCAR (a : ι → Matrix n n ℂ) : Prop where
  anti : ∀ p q, a p * a q + a q * a p = 0
  mixed : ∀ p q, a p * (a q)ᴴ + (a q)ᴴ * a p = if p = q then 1 else 0
```

The next two definitions are $N_S$ and $H_S$.

```lean
/-- The operator counting the electrons in the set `S` of orbitals. -/
def electrons (a : ι → Matrix n n ℂ) (S : Finset ι) : Matrix n n ℂ :=
  ∑ p ∈ S, (a p)ᴴ * a p

/-- The operator counting the holes in the set `S` of orbitals. -/
def holes (a : ι → Matrix n n ℂ) (S : Finset ι) : Matrix n n ℂ :=
  ∑ p ∈ S, a p * (a p)ᴴ
```

The reference need not be normalised, be a single determinant or have a fixed total number of electrons. Disjointness of `C` and `V` is not assumed separately: an orbital in both would force $\psi=0$ by the anticommutation relations.

```lean
/-- In the state `ψ` all core orbitals `C` are filled and all virtual orbitals `V` are empty;
the remaining orbitals are active and unrestricted. -/
structure IsReference (a : ι → Matrix n n ℂ) (C V : Finset ι) (ψ : n → ℂ) : Prop where
  filled : ∀ p ∈ C, (a p)ᴴ *ᵥ ψ = 0
  empty : ∀ p ∈ V, a p *ᵥ ψ = 0
```

A definite number is expressed by an eigenvector equation, with `*ᵥ` for a matrix acting on a vector. The zero vector satisfies these equations for all labels, which is why the main theorem treats it as a separate case.

```lean
/-- The vector `φ` satisfies the eigenvector equations for `k` holes in the core `C` and
`l` electrons in the virtual orbitals `V`. -/
def HasClass (a : ι → Matrix n n ℂ) (C V : Finset ι) (k l : ℤ) (φ : n → ℂ) : Prop :=
  holes a C *ᵥ φ = (k : ℂ) • φ ∧ electrons a V *ᵥ φ = (l : ℂ) • φ

/-- The excited vector `a_p† a_r† a_s a_q ψ`. -/
def excited (a : ι → Matrix n n ℂ) (p r s q : ι) (ψ : n → ℂ) : n → ℂ :=
  (a p)ᴴ *ᵥ ((a r)ᴴ *ᵥ (a s *ᵥ (a q *ᵥ ψ)))
```

The function `ind` is $\theta_S$. The label $k$ is `netRemoved` for the core, and $l$ is minus `netRemoved` for the virtuals.

```lean
/-- One if the orbital `p` belongs to `S`, zero otherwise. -/
def ind (S : Finset ι) (p : ι) : ℤ := if p ∈ S then 1 else 0

/-- The net number of electrons that `a_p† a_r† a_s a_q` removes from the orbitals `S`. -/
def netRemoved (S : Finset ι) (p r s q : ι) : ℤ :=
  ind S q + ind S s - ind S p - ind S r
```

In a program that uses spin-summed operators, one further step is needed: if both spin partners of each spatial orbital lie in the same subset, all strings in the sum share $k$ and $l$, and by linearity so does the sum.

## Shifts of the count

Particle-hole exchange follows by taking adjoints of the first relation and reordering the second.

```lean
/-- Particle-hole exchange: creators and annihilators may trade places in the
anticommutation relations. -/
theorem IsCAR.dual {a : ι → Matrix n n ℂ} (h : IsCAR a) : IsCAR (fun p => (a p)ᴴ) where
  anti p q := by
    have h1 := congrArg conjTranspose (h.anti q p)
    simpa only [conjTranspose_add, conjTranspose_mul, conjTranspose_zero] using h1
  mixed p q := by
    simp only [conjTranspose_conjTranspose]
    rw [add_comm, h.mixed q p]
    exact if_congr eq_comm rfl rfl

omit [DecidableEq ι] [DecidableEq n] in
/-- Counting operators are Hermitian. -/
theorem electrons_hermitian (a : ι → Matrix n n ℂ) (S : Finset ι) :
    (electrons a S)ᴴ = electrons a S := by
  simp [electrons, conjTranspose_sum, conjTranspose_mul]
```

For the commutator, `step` treats one orbital of the sum. It multiplies the first anticommutation relation by $a_p^\dagger$ from the left and subtracts the second multiplied by $a_p$ from the right; `noncomm_ring` verifies the resulting identity without commuting matrices. In the sum over `S`, the correction $-\delta_{pq}a_p$ contributes only for $p=q$, and so only if $q$ lies in `S`.

```lean
/-- An annihilator lowers the electron count of `S` by one if its orbital lies in `S`, and
leaves it unchanged otherwise. -/
theorem electrons_mul_annihilator {a : ι → Matrix n n ℂ} (h : IsCAR a) (S : Finset ι) (q : ι) :
    electrons a S * a q = a q * electrons a S - if q ∈ S then a q else 0 := by
  have step : ∀ p, (a p)ᴴ * a p * a q = a q * ((a p)ᴴ * a p) - if q = p then a p else 0 := by
    intro p
    have h1 := h.anti p q
    have h2 := h.mixed q p
    by_cases e : q = p
    · rw [if_pos e] at h2 ⊢
      linear_combination (norm := noncomm_ring) (a p)ᴴ * h1 - h2 * a p
    · rw [if_neg e] at h2 ⊢
      linear_combination (norm := noncomm_ring) (a p)ᴴ * h1 - h2 * a p
  unfold electrons
  rw [Finset.sum_mul, Finset.mul_sum, Finset.sum_congr rfl (fun p _ => step p),
    Finset.sum_sub_distrib, Finset.sum_ite_eq]
```

The adjoint relation `d` supplies the creator's shift, and both relations are applied to an eigenvector.

```lean
/-- Acting on a vector with `m` electrons in `S`, the annihilator and the creator of orbital `q`
give vectors (possibly zero) that obey the eigenvector equation with `m` lowered or raised by one if
`q` lies in `S`, and with `m` unchanged if not. -/
theorem ladder_shift {a : ι → Matrix n n ℂ} (h : IsCAR a) {S : Finset ι} (q : ι) {m : ℤ}
    {φ : n → ℂ} (hφ : electrons a S *ᵥ φ = (m : ℂ) • φ) :
    electrons a S *ᵥ (a q *ᵥ φ) = ((m - ind S q : ℤ) : ℂ) • (a q *ᵥ φ) ∧
    electrons a S *ᵥ ((a q)ᴴ *ᵥ φ) = ((m + ind S q : ℤ) : ℂ) • ((a q)ᴴ *ᵥ φ) := by
  have c := electrons_mul_annihilator h S q
  -- the adjoint relation governs the creator
  have d : electrons a S * (a q)ᴴ = (a q)ᴴ * electrons a S + if q ∈ S then (a q)ᴴ else 0 := by
    have h1 := congrArg conjTranspose c
    rw [conjTranspose_mul, conjTranspose_sub, conjTranspose_mul, electrons_hermitian] at h1
    rw [h1]
    split_ifs <;> simp
  constructor
  · rw [mulVec_mulVec, c, sub_mulVec, ← mulVec_mulVec, hφ, mulVec_smul]
    unfold ind
    split_ifs <;> simp [sub_smul]
  · rw [mulVec_mulVec, d, add_mulVec, ← mulVec_mulVec, hφ, mulVec_smul]
    unfold ind
    split_ifs <;> simp [add_smul]
```

## Positivity and orthogonality

The counting matrix is a sum of positive semidefinite matrices $a_p^\dagger a_p$. Its expectation value is $m\langle\varphi|\varphi\rangle$, and a negative $m$ would contradict its sign.

```lean
omit [DecidableEq ι] [DecidableEq n] in
/-- A nonzero vector cannot have a negative number of electrons in `S`. -/
theorem count_nonneg {a : ι → Matrix n n ℂ} {S : Finset ι} {m : ℤ} {φ : n → ℂ}
    (hφ : electrons a S *ᵥ φ = (m : ℂ) • φ) (hne : φ ≠ 0) : 0 ≤ m := by
  have hpsd : (electrons a S).PosSemidef :=
    Finset.sum_induction _ Matrix.PosSemidef (fun _ _ hA hB => hA.add hB)
      Matrix.PosSemidef.zero (fun p _ => posSemidef_conjTranspose_mul_self (a p))
  have h0 := hpsd.dotProduct_mulVec_nonneg φ
  rw [hφ, dotProduct_smul, smul_eq_mul] at h0
  have hpos : 0 < star φ ⬝ᵥ φ := lt_of_le_of_ne (dotProduct_star_self_nonneg φ)
    (Ne.symm (mt dotProduct_star_self_eq_zero.1 hne))
  have h1 := (Complex.le_def.1 h0).1
  have h2 := (Complex.lt_def.1 hpos).1
  rw [Complex.mul_re, Complex.intCast_re, Complex.intCast_im, zero_mul, sub_zero,
    Complex.zero_re] at h1
  rw [Complex.zero_re] at h2
  by_contra hm
  have h3 : (m : ℝ) < 0 := by exact_mod_cast not_le.1 hm
  nlinarith
```

The expression `star φ ⬝ᵥ χ` is $\langle\varphi|\chi\rangle$. Moving the Hermitian matrix across it gives $(m-m')\langle\varphi|\chi\rangle=0$.

```lean
omit [DecidableEq ι] [DecidableEq n] in
/-- Vectors with different numbers of electrons in `S` are orthogonal. -/
theorem count_orthogonal {a : ι → Matrix n n ℂ} {S : Finset ι} {m m' : ℤ} {φ χ : n → ℂ}
    (hφ : electrons a S *ᵥ φ = (m : ℂ) • φ) (hχ : electrons a S *ᵥ χ = (m' : ℂ) • χ)
    (hm : m ≠ m') : star φ ⬝ᵥ χ = 0 := by
  have h1 : star (electrons a S *ᵥ φ) ⬝ᵥ χ = star φ ⬝ᵥ (electrons a S *ᵥ χ) := by
    rw [star_mulVec, electrons_hermitian, dotProduct_mulVec]
  rw [hφ, hχ, star_smul, smul_dotProduct, dotProduct_smul, star_intCast, smul_eq_mul,
    smul_eq_mul] at h1
  have h2 : ((m : ℂ) - m') * (star φ ⬝ᵥ χ) = 0 := by linear_combination h1
  exact (mul_eq_zero.1 h2).resolve_left (sub_ne_zero.2 (by exact_mod_cast hm))
```

## The labels of an excited vector

Two short lemmas rewrite holes as electrons of the exchanged operators and give the reference its zero counts.

```lean
omit [DecidableEq ι] [DecidableEq n] in
private theorem holes_eq (a : ι → Matrix n n ℂ) (S : Finset ι) :
    holes a S = electrons (fun p => (a p)ᴴ) S := by
  simp [holes, electrons]

omit [DecidableEq ι] [DecidableEq n] in
private theorem count_zero {a : ι → Matrix n n ℂ} {S : Finset ι} {ψ : n → ℂ}
    (h : ∀ p ∈ S, a p *ᵥ ψ = 0) : electrons a S *ᵥ ψ = ((0 : ℤ) : ℂ) • ψ := by
  rw [Int.cast_zero, zero_smul]
  exact Finset.sum_induction _ (fun M : Matrix n n ℂ => M *ᵥ ψ = 0)
    (fun A B hA hB => by rw [add_mulVec, hA, hB, add_zero]) (zero_mulVec ψ)
    (fun p hp => by rw [← mulVec_mulVec, h p hp, mulVec_zero])
```

In the next proof, `up` and `down` are the hole shifts. They are applied in the order $q,s,r,p$, starting from zero; the virtual count uses `ladder_shift` directly.

```lean
/-- Acting on a reference, `a_p† a_r† a_s a_q` gives a vector obeying the class equations, with
the net removal from the core as hole number and the net addition to the virtuals as
electron number. -/
theorem excited_hasClass {a : ι → Matrix n n ℂ} (h : IsCAR a) {C V : Finset ι} {ψ : n → ℂ}
    (hψ : IsReference a C V ψ) (p r s q : ι) :
    HasClass a C V (netRemoved C p r s q) (-netRemoved V p r s q) (excited a p r s q ψ) := by
  constructor
  · -- holes are the electrons of the exchanged operators
    have up : ∀ (t : ι) (m : ℤ) (φ : n → ℂ), holes a C *ᵥ φ = (m : ℂ) • φ →
        holes a C *ᵥ (a t *ᵥ φ) = ((m + ind C t : ℤ) : ℂ) • (a t *ᵥ φ) := by
      intro t m φ hφ
      rw [holes_eq] at hφ ⊢
      have h1 := (ladder_shift h.dual t hφ).2
      simpa only [conjTranspose_conjTranspose] using h1
    have down : ∀ (t : ι) (m : ℤ) (φ : n → ℂ), holes a C *ᵥ φ = (m : ℂ) • φ →
        holes a C *ᵥ ((a t)ᴴ *ᵥ φ) = ((m - ind C t : ℤ) : ℂ) • ((a t)ᴴ *ᵥ φ) := by
      intro t m φ hφ
      rw [holes_eq] at hφ ⊢
      exact (ladder_shift h.dual t hφ).1
    have h0 : holes a C *ᵥ ψ = ((0 : ℤ) : ℂ) • ψ := by
      rw [holes_eq]
      exact count_zero hψ.filled
    have e : netRemoved C p r s q = 0 + ind C q + ind C s - ind C r - ind C p := by
      unfold netRemoved
      ring
    rw [e]
    exact down p _ _ (down r _ _ (up s _ _ (up q _ _ h0)))
  · have e : -netRemoved V p r s q = 0 - ind V q - ind V s + ind V r + ind V p := by
      unfold netRemoved
      ring
    rw [e]
    exact (ladder_shift h p (ladder_shift h r (ladder_shift h s
      (ladder_shift h q (count_zero hψ.empty)).1).1).2).2
```

The main theorem states that the excited vector is zero or has the labels computed above, each between 0 and 2. Lower bounds come from `count_nonneg`, upper bounds from going through the possible memberships with `split_ifs`.

```lean
/-- Acting on a state with filled core and empty virtuals, `a_p† a_r† a_s a_q` gives zero or a
vector with definite numbers of core holes and virtual electrons, each between 0 and 2. -/
theorem excitation_classes {a : ι → Matrix n n ℂ} (h : IsCAR a) {C V : Finset ι} {ψ : n → ℂ}
    (hψ : IsReference a C V ψ) (p r s q : ι) :
    excited a p r s q ψ = 0 ∨ ∃ k l : ℤ, (0 ≤ k ∧ k ≤ 2) ∧ (0 ≤ l ∧ l ≤ 2) ∧
      k = netRemoved C p r s q ∧ l = -netRemoved V p r s q ∧
      HasClass a C V k l (excited a p r s q ψ) := by
  by_cases hne : excited a p r s q ψ = 0
  · exact Or.inl hne
  · have hc := excited_hasClass h hψ p r s q
    have hk := hc.1
    rw [holes_eq] at hk
    -- positivity gives the lower bounds, counting the upper ones
    refine Or.inr ⟨_, _, ⟨count_nonneg hk hne, ?_⟩, ⟨count_nonneg hc.2 hne, ?_⟩, rfl, rfl, hc⟩
    · unfold netRemoved ind
      split_ifs <;> norm_num
    · unfold netRemoved ind
      split_ifs <;> norm_num
```

Orthogonality needs only the eigenvector equations. The two vectors may therefore come from different references, provided that the annihilators and the sets `C` and `V` are the same. The proof uses the virtual count if the hole numbers agree, and the hole count otherwise.

```lean
omit [DecidableEq ι] [DecidableEq n] in
/-- Vectors that differ in the number of core holes or of virtual electrons are orthogonal. -/
theorem class_orthogonal {a : ι → Matrix n n ℂ} {C V : Finset ι} {k l k' l' : ℤ}
    {φ χ : n → ℂ} (hφ : HasClass a C V k l φ) (hχ : HasClass a C V k' l' χ)
    (hne : (k, l) ≠ (k', l')) : star φ ⬝ᵥ χ = 0 := by
  by_cases hk : k = k'
  · exact count_orthogonal hφ.2 hχ.2 (fun hl => hne (by rw [hk, hl]))
  · have h1 := hφ.1
    have h2 := hχ.1
    rw [holes_eq] at h1 h2
    exact count_orthogonal h1 h2 hk
```

## A three-orbital example with one core hole and one virtual electron

Take orbital 0 as core, 1 as active and 2 as virtual. The Jordan–Wigner matrices use index 1 for an occupied orbital, and the diagonal factors with entries $1,-1$ supply the fermionic signs.

```lean
/-- Jordan-Wigner annihilators of three orbitals, as integer matrices. -/
def jw : Fin 3 → Matrix (Fin 2 × Fin 2 × Fin 2) (Fin 2 × Fin 2 × Fin 2) ℤ :=
  ![!![0, 1; 0, 0] ⊗ₖ ((1 : Matrix (Fin 2) (Fin 2) ℤ) ⊗ₖ (1 : Matrix (Fin 2) (Fin 2) ℤ)),
    !![1, 0; 0, -1] ⊗ₖ (!![0, 1; 0, 0] ⊗ₖ (1 : Matrix (Fin 2) (Fin 2) ℤ)),
    !![1, 0; 0, -1] ⊗ₖ (!![1, 0; 0, -1] ⊗ₖ !![0, 1; 0, 0])]

/-- The same annihilators as complex matrices. -/
noncomputable def jwC (p : Fin 3) : Matrix (Fin 2 × Fin 2 × Fin 2) (Fin 2 × Fin 2 × Fin 2) ℂ :=
  (Int.castRingHom ℂ).mapMatrix (jw p)

/-- The determinant with orbitals 0 and 1 occupied and orbital 2 empty. -/
def det110 (i : Fin 2 × Fin 2 × Fin 2) : ℤ := if i = (1, 1, 0) then 1 else 0
```

The operator $a_2^\dagger a_1^\dagger a_1a_0$ moves the core electron to the virtual orbital while the active electron stays in place, so $k=l=1$. The proof evaluates the identities on integer matrices with `decide` and transfers them to complex ones. The excited vector is nonzero because its component at `(0, 1, 1)` is nonzero.

```lean
/-- The Jordan-Wigner matrices obey the anticommutation relations, the determinant is a reference
for core orbital 0 and virtual orbital 2, and `a_2† a_1† a_1 a_0` does not annihilate it. -/
theorem excitation_classes_witness :
    IsCAR jwC ∧ IsReference jwC {0} {2} (fun i => (det110 i : ℂ)) ∧
      excited jwC 2 1 1 0 (fun i => (det110 i : ℂ)) ≠ 0 := by
  have hT : ∀ p, (jwC p)ᴴ = (Int.castRingHom ℂ).mapMatrix (jw p)ᵀ := by
    intro p
    ext i j
    simp [jwC]
  have hv : ∀ (M : Matrix (Fin 2 × Fin 2 × Fin 2) (Fin 2 × Fin 2 × Fin 2) ℤ)
      (v : Fin 2 × Fin 2 × Fin 2 → ℤ), (Int.castRingHom ℂ).mapMatrix M *ᵥ
        (fun i => (v i : ℂ)) = fun i => (((M *ᵥ v) i : ℤ) : ℂ) := by
    intro M v
    ext i
    simp [Matrix.mulVec, dotProduct]
  -- all identities are checked on integer matrices
  have k1 : ∀ p q, jw p * jw q + jw q * jw p = 0 := by decide +kernel
  have k2 : ∀ p q, jw p * (jw q)ᵀ + (jw q)ᵀ * jw p = if p = q then 1 else 0 := by
    decide +kernel
  have k3 : (jw 0)ᵀ *ᵥ det110 = 0 := by decide +kernel
  have k4 : jw 2 *ᵥ det110 = 0 := by decide +kernel
  have k5 : ((jw 2)ᵀ *ᵥ ((jw 1)ᵀ *ᵥ (jw 1 *ᵥ (jw 0 *ᵥ det110)))) (0, 1, 1) ≠ 0 := by
    decide +kernel
  refine ⟨⟨fun p q => ?_, fun p q => ?_⟩, ⟨fun p hp => ?_, fun p hp => ?_⟩, fun h => ?_⟩
  · unfold jwC
    rw [← map_mul, ← map_mul, ← map_add, k1, map_zero]
  · rw [hT]
    unfold jwC
    rw [← map_mul, ← map_mul, ← map_add, k2]
    split_ifs
    · exact map_one _
    · exact map_zero _
  · rw [Finset.mem_singleton.1 hp, hT, hv, k3]
    ext i
    simp
  · rw [Finset.mem_singleton.1 hp]
    unfold jwC
    rw [hv, k4]
    ext i
    simp
  · unfold excited at h
    rw [hT, hT] at h
    unfold jwC at h
    rw [hv, hv, hv, hv] at h
    exact k5 (Int.cast_eq_zero.1 (congrFun h (0, 1, 1)))

end ExcitationClasses
```

```lean
#print axioms ExcitationClasses.excited_hasClass
#print axioms ExcitationClasses.excitation_classes
#print axioms ExcitationClasses.class_orthogonal
```

```
'ExcitationClasses.excited_hasClass' depends on axioms: [propext, Classical.choice, Quot.sound]
'ExcitationClasses.excitation_classes' depends on axioms: [propext, Classical.choice, Quot.sound]
'ExcitationClasses.class_orthogonal' depends on axioms: [propext, Classical.choice, Quot.sound]
```
